# In the London model of three atoms, the two doublet energies meet exactly when the three exchange integrals are equal

Two electronic states are called degenerate here when their Hamiltonian matrix is a multiple of the identity. For a real symmetric \(2\times2\) matrix this is the same as having two equal eigenvalues, and it avoids having to label the eigenvalues as lower and upper.

The states in question are the two independent doublets of three one-electron atoms at a fixed spin projection. Their Hamiltonian is a Coulomb energy plus a pair exchange term for each of the three atom pairs. This form is the starting point: it is not derived from three-electron wavefunctions, and it neglects the overlap between orbitals on different atoms.

From it follow the London formula for the energies and the condition for degeneracy. If all pairs share one injective exchange function of distance, the condition singles out equilateral triangles. If the exchange integrals are exponentials with three distinct positive amplitudes and a common decay length, it is met at some scalene triangle.

In Lean 4 with Mathlib:

```lean
import Mathlib

open Matrix

namespace LondonConicalIntersection

noncomputable section
```

## Three exchanges as reflections of a plane

Choose an orthonormal basis of the doublet space whose first vector is unchanged when atoms 1 and 2 are exchanged and whose second vector changes sign. An exchange interchanges the orbitals of two atoms in the antisymmetric electronic wavefunction, so the first vector is the one in which the spins of atoms 1 and 2 form a singlet. In this basis \(P_{12}=\mathrm{diag}(1,-1)\), the reflection in the first axis.

```lean
/-- The exchange of atoms 1 and 2 on the two-dimensional doublet space. -/
def P12 : Matrix (Fin 2) (Fin 2) ℝ := !![1, 0; 0, -1]
```

The reflection in a line at angle \(\theta\) to the first axis is

\[
\begin{pmatrix}\cos2\theta&\sin2\theta\\ \sin2\theta&-\cos2\theta\end{pmatrix}.
\]

Two different exchanges multiply to a cyclic permutation, which acts on the doublet space as a rotation by \(120^\circ\) in one sense or the other, so their reflection lines meet at \(60^\circ\). The sign of the second basis vector is still free, and it is chosen so that the exchange of atoms 2 and 3 is the case \(\theta=60^\circ\).

```lean
/-- The exchange of atoms 2 and 3 on the doublet space. -/
def P23 : Matrix (Fin 2) (Fin 2) ℝ :=
  !![-(1 / 2), Real.sqrt 3 / 2; Real.sqrt 3 / 2, 1 / 2]
```

The exchange of atoms 1 and 3 is the case \(\theta=120^\circ\), which reverses the sign of the off-diagonal entries.

```lean
/-- The exchange of atoms 1 and 3 on the doublet space. -/
def P13 : Matrix (Fin 2) (Fin 2) ℝ :=
  !![-(1 / 2), -(Real.sqrt 3 / 2); -(Real.sqrt 3 / 2), 1 / 2]
```

## The Hamiltonian and its parameters

Write \(a=J_{12}\), \(b=J_{23}\), \(c=J_{13}\) for the exchange integrals. This order is kept throughout. The exchange operator is

\[
X=aP_{12}+bP_{23}+cP_{13}.
\]

```lean
/-- The exchange operator with pair integrals `a = J12`, `b = J23`, `c = J13`. -/
def exchange (a b c : ℝ) : Matrix (Fin 2) (Fin 2) ℝ :=
  a • P12 + b • P23 + c • P13
```

The number that will control the splitting is

\[
g=\tfrac12\left[(a-b)^2+(b-c)^2+(c-a)^2\right].
\]

```lean
/-- Half the sum of the squared pairwise differences of the exchange integrals. -/
def londonSq (a b c : ℝ) : ℝ := ((a - b) ^ 2 + (b - c) ^ 2 + (c - a) ^ 2) / 2
```

With Coulomb energy \(Q\), the Hamiltonian is \(H=Q\,\mathbf 1+X\). In a molecule \(Q\) depends on the geometry. Here it is a free real number, and no result below restricts it.

```lean
/-- The London Hamiltonian: Coulomb energy `Q` plus the exchange operator. -/
def londonH (Q a b c : ℝ) : Matrix (Fin 2) (Fin 2) ℝ :=
  Q • (1 : Matrix (Fin 2) (Fin 2) ℝ) + exchange a b c
```

Degeneracy means that \(H=E\,\mathbf 1\) for some real \(E\).

```lean
/-- The two electronic states are degenerate: the Hamiltonian is a multiple of the identity. -/
def IsDegenerate (Q a b c : ℝ) : Prop :=
  ∃ E : ℝ, londonH Q a b c = E • (1 : Matrix (Fin 2) (Fin 2) ℝ)
```

The internuclear distances are \(x=r_{12}\), \(y=r_{23}\), \(z=r_{13}\). They form a non-collinear triangle when each is less than the sum of the other two. Adding two of these inequalities shows that the sides are positive: \(x<y+z\) and \(y<z+x\) together give \(0<2z\).

```lean
/-- Three lengths are the sides of a non-collinear triangle. -/
def IsTriangle (x y z : ℝ) : Prop := x < y + z ∧ y < z + x ∧ z < x + y
```

For the exponential model take \(J(r)=-A\,e^{-r}\), with \(r\) measured in units of a decay length that is the same for all pairs. A positive amplitude \(A\) makes the exchange integral negative, as for a pair whose singlet lies below its triplet. Different amplitudes stand for chemically different pairs. Both the exponential form and the common decay length are postulated.

```lean
/-- The exchange integral `-A exp(-r)`, with distance in units of the decay length. -/
def expExchange (A r : ℝ) : ℝ := -A * Real.exp (-r)
```

## The square of the exchange operator

Adding the three matrices entry by entry gives a traceless symmetric matrix,

\[
X=\begin{pmatrix}u&v\\ v&-u\end{pmatrix},\qquad
u=a-\tfrac{b+c}{2},\qquad v=\tfrac{\sqrt3}{2}(b-c).
\]

```lean
/-- The exchange operator written out as a traceless symmetric matrix. -/
theorem exchange_eq (a b c : ℝ) :
    exchange a b c = !![a - (b + c) / 2, Real.sqrt 3 / 2 * (b - c);
      Real.sqrt 3 / 2 * (b - c), -(a - (b + c) / 2)] := by
  ext i j
  fin_cases i <;> fin_cases j <;> simp [exchange, P12, P23, P13] <;> ring
```

The proof goes through the four entries with `fin_cases` and finishes the algebra with `ring`.

The square of such a matrix is \((u^2+v^2)\mathbf 1\), because the off-diagonal entries \(uv-vu\) cancel. Moreover,

\[
\begin{aligned}
u^2+v^2&=a^2-a(b+c)+\tfrac14(b+c)^2+\tfrac34(b-c)^2\\
&=a^2+b^2+c^2-ab-bc-ca=g .
\end{aligned}
\]

Hence \(X^2=g\,\mathbf 1\).

```lean
/-- The squared exchange operator is half the sum of the squared pairwise differences of the
exchange integrals, times the identity. -/
theorem exchange_sq (a b c : ℝ) :
    exchange a b c ^ 2 = londonSq a b c • (1 : Matrix (Fin 2) (Fin 2) ℝ) := by
  -- a traceless symmetric 2 by 2 matrix squares to a scalar
  have key : ∀ x y : ℝ, !![x, y; y, -x] ^ 2 =
      (x ^ 2 + y ^ 2) • (1 : Matrix (Fin 2) (Fin 2) ℝ) := by
    intro x y
    ext i j
    fin_cases i <;> fin_cases j <;>
      simp [pow_two, Matrix.mul_apply, Fin.sum_univ_two] <;> ring
  have h : Real.sqrt 3 ^ 2 = 3 := Real.sq_sqrt (by norm_num)
  rw [exchange_eq, key]
  congr 1
  unfold londonSq
  linear_combination ((b - c) ^ 2 / 4) * h
```

Inside the proof, `key` is the squaring rule for a general traceless symmetric matrix. The last line uses \((\sqrt3)^2=3\), multiplied by \((b-c)^2/4\), which is where \(v^2\) needs it.

Setting one exchange integral to 1 and the others to 0 gives \(g=1\), so each exchange matrix squares to the identity. Direct multiplication gives \(P_{12}P_{23}P_{12}=P_{13}\), and direct addition gives \(P_{12}+P_{23}+P_{13}=0\). By the last relation, a common shift of all three exchange integrals leaves \(X\) unchanged, in agreement with a formula that contains only their differences.

```lean
/-- The three matrices square to one, conjugating the exchange 23 by 12 gives 13, and
their sum vanishes. -/
theorem transposition_relations :
    P12 * P12 = 1 ∧ P23 * P23 = 1 ∧ P13 * P13 = 1 ∧
      P12 * P23 * P12 = P13 ∧ P12 + P23 + P13 = 0 := by
  refine ⟨?_, ?_, ?_, ?_, ?_⟩
  · have h := exchange_sq 1 0 0
    norm_num [exchange, londonSq, pow_two] at h
    exact h
  · have h := exchange_sq 0 1 0
    norm_num [exchange, londonSq, pow_two] at h
    exact h
  · have h := exchange_sq 0 0 1
    norm_num [exchange, londonSq, pow_two] at h
    exact h
  · ext i j
    fin_cases i <;> fin_cases j <;>
      norm_num [P12, P23, P13, Matrix.mul_apply, Fin.sum_univ_two]
  · ext i j
    fin_cases i <;> fin_cases j <;> norm_num [P12, P23, P13]
```

The first three parts are obtained from `exchange_sq` in just this way, and the last two are checked entry by entry.

## The two energies

Since \(H-E\,\mathbf 1=(Q-E)\mathbf 1+X\), the secular determinant is

\[
\det(H-E\,\mathbf 1)=(Q-E+u)(Q-E-u)-v^2=(E-Q)^2-g .
\]

```lean
/-- The secular determinant of the London Hamiltonian. -/
theorem secular_det (Q a b c E : ℝ) :
    (londonH Q a b c - E • (1 : Matrix (Fin 2) (Fin 2) ℝ)).det =
      (E - Q) ^ 2 - londonSq a b c := by
  have h : Real.sqrt 3 ^ 2 = 3 := Real.sq_sqrt (by norm_num)
  unfold londonSq
  rw [Matrix.det_fin_two]
  simp [londonH, exchange_eq]
  linear_combination (-(b - c) ^ 2 / 4) * h
```

A real number \(E\) is an energy when \(Hv=Ev\) for some nonzero vector \(v\) (from here on \(v\) is a state vector), and this happens exactly when the determinant vanishes. Because \(g\ge0\), the determinant factorises:

\[
(E-Q)^2-g=\left(E-Q-\sqrt g\right)\left(E-Q+\sqrt g\right).
\]

The energies are therefore \(E=Q\pm\sqrt g\).

```lean
/-- The energies of the London Hamiltonian are the Coulomb energy plus or minus the square
root of half the sum of squared differences of the exchange integrals. -/
theorem london_energies (Q a b c E : ℝ) :
    (∃ v : Fin 2 → ℝ, v ≠ 0 ∧ londonH Q a b c *ᵥ v = E • v) ↔
      E = Q + Real.sqrt (londonSq a b c) ∨ E = Q - Real.sqrt (londonSq a b c) := by
  have key : (∃ v : Fin 2 → ℝ, v ≠ 0 ∧ londonH Q a b c *ᵥ v = E • v) ↔
      (londonH Q a b c - E • (1 : Matrix (Fin 2) (Fin 2) ℝ)).det = 0 := by
    rw [← Matrix.exists_mulVec_eq_zero_iff]
    simp only [Matrix.sub_mulVec, Matrix.smul_mulVec, Matrix.one_mulVec, sub_eq_zero]
  have hs : Real.sqrt (londonSq a b c) ^ 2 = londonSq a b c :=
    Real.sq_sqrt (by unfold londonSq; positivity)
  rw [key, secular_det]
  constructor
  · intro h
    have hp : (E - (Q + Real.sqrt (londonSq a b c))) *
        (E - (Q - Real.sqrt (londonSq a b c))) = 0 := by
      linear_combination h - hs
    rcases mul_eq_zero.mp hp with h1 | h1
    · left; linarith
    · right; linarith
  · rintro (h | h)
    · rw [h]; linear_combination hs
    · rw [h]; linear_combination hs
```

The theorem is an equivalence, so both values occur and there are no others. In the proof, `key` passes from eigenvectors to the determinant, `hs` records \((\sqrt g)^2=g\), and `hp` is the factorisation.

## Degeneracy forces equal exchange integrals

Suppose \(H=E\,\mathbf 1\). The secular determinant evaluated at the energy \(E\) gives \(0=(E-Q)^2-g\). Evaluated at the energy \(Q\), it gives \((E-Q)^2=-g\). Together these yield \(g=0\). A sum of squares vanishes only if every term does, so \(a=b=c\). Conversely, if \(a=b=c\), then \(u=0\) and \(b-c=0\), so \(X=0\) and \(H=Q\,\mathbf 1\).

```lean
/-- The two states are degenerate exactly when the three exchange integrals coincide. -/
theorem degenerate_iff (Q a b c : ℝ) : IsDegenerate Q a b c ↔ a = b ∧ b = c := by
  constructor
  · rintro ⟨E, hE⟩
    -- compare the secular determinant at the energies E and Q
    have h1 := secular_det Q a b c E
    have h2 := secular_det Q a b c Q
    rw [hE] at h1 h2
    simp only [← sub_smul, Matrix.det_smul, Matrix.det_one, Fintype.card_fin,
      mul_one] at h1 h2
    have hg : londonSq a b c = 0 := by linear_combination (h1 + h2) / 2
    unfold londonSq at hg
    have hab : (a - b) ^ 2 = 0 := by
      linarith [sq_nonneg (a - b), sq_nonneg (b - c), sq_nonneg (c - a)]
    have hbc : (b - c) ^ 2 = 0 := by
      linarith [sq_nonneg (a - b), sq_nonneg (b - c), sq_nonneg (c - a)]
    exact ⟨sub_eq_zero.mp (pow_eq_zero_iff two_ne_zero |>.mp hab),
      sub_eq_zero.mp (pow_eq_zero_iff two_ne_zero |>.mp hbc)⟩
  · rintro ⟨rfl, rfl⟩
    refine ⟨Q, ?_⟩
    rw [londonH, exchange_eq]
    ext i j
    fin_cases i <;> fin_cases j <;> simp
```

The hypotheses `h1` and `h2` are the two evaluations of the determinant, and `hg` is their consequence \(g=0\).

## One exchange function for all pairs

For three identical atoms, let the exchange integrals be \(J(x)\), \(J(y)\), \(J(z)\) with a single function \(J\). Degeneracy means \(J(x)=J(y)=J(z)\). If \(J\) takes no value twice on positive distances, this is equivalent to \(x=y=z\), an equilateral triangle.

```lean
/-- If all pairs share one exchange function, injective on positive distances, the states are
degenerate exactly when the three distances are equal. -/
theorem degenerate_iff_equilateral (J : ℝ → ℝ) (hJ : Set.InjOn J (Set.Ioi 0))
    (Q : ℝ) {x y z : ℝ} (hx : 0 < x) (hy : 0 < y) (hz : 0 < z) :
    IsDegenerate Q (J x) (J y) (J z) ↔ x = y ∧ y = z := by
  rw [degenerate_iff, hJ.eq_iff (Set.mem_Ioi.mpr hx) (Set.mem_Ioi.mpr hy),
    hJ.eq_iff (Set.mem_Ioi.mpr hy) (Set.mem_Ioi.mpr hz)]
```

Injectivity is expressed by `Set.InjOn J (Set.Ioi 0)`, where `Set.Ioi 0` is the set of positive reals. A strictly monotonic exchange integral satisfies it. The triangle inequalities are not assumed, so the equivalence also covers collinear arrangements and shows that none of them is degenerate.

Without injectivity the equivalence fails. Take \(J(r)=(r-4)^2\) and the triangle with sides \(3,5,5\). All three exchange integrals equal 1, so the states are degenerate although the triangle is not equilateral. This \(J\) grows without bound at large distance, so it is a purely mathematical counter-example and not a realistic exchange integral.

## Exponential exchange with unequal amplitudes

Let the amplitudes of the pairs 12, 23 and 13 be \(A,B,C>0\). Since

\[
-A\,e^{-x}=-e^{\log A-x},
\]

and likewise for the other pairs, the exchange integrals coincide exactly when the exponents do:

\[
\log A-x=\log B-y=\log C-z .
\]

```lean
/-- For exponential exchange integrals with positive amplitudes, the states are degenerate
exactly when the three differences `log A - r` agree. -/
theorem exponential_seam (Q : ℝ) {A B C : ℝ} (hA : 0 < A) (hB : 0 < B) (hC : 0 < C)
    (x y z : ℝ) :
    IsDegenerate Q (expExchange A x) (expExchange B y) (expExchange C z) ↔
      Real.log A - x = Real.log B - y ∧ Real.log B - y = Real.log C - z := by
  have e : ∀ D r : ℝ, 0 < D → expExchange D r = -Real.exp (Real.log D - r) := by
    intro D r hD
    rw [expExchange, Real.exp_sub, Real.exp_log hD, Real.exp_neg]
    ring
  rw [degenerate_iff, e A x hA, e B y hB, e C z hC]
  simp only [neg_inj, Real.exp_eq_exp]
```

The auxiliary statement `e` rewrites each integral in this exponential form, after which the injectivity of the exponential finishes the proof. The equivalence holds for all real \(x,y,z\), so the restriction to genuine triangles has to be added separately.

The same condition gives a neighbouring result. At an equilateral geometry \(x=y=z\), it reduces to \(\log A=\log B=\log C\), hence to \(A=B=C\). Unequal amplitudes therefore exclude degeneracy at every equilateral triangle, a corollary drawn here by hand and not stated as a theorem in the file.

It remains to find a triangle that satisfies the condition when \(A,B,C\) are pairwise distinct. Call the common value of the three differences \(-t\), so that

\[
x=\log A+t,\qquad y=\log B+t,\qquad z=\log C+t .
\]

The sides are distinct because the logarithm is injective on positive numbers. The inequality \(x<y+z\) becomes \(\log A<\log B+\log C+t\), and the other two are analogous. All three hold for

\[
t=|\log A|+|\log B|+|\log C|+1,
\]

because \(|\log A|\ge\log A\), while \(\log B+|\log B|\) and \(\log C+|\log C|\) are not negative, and the final 1 makes the inequality strict. For example, \(A=e\), \(B=e^2\), \(C=e^3\) give \(t=7\) and sides \(8,9,10\), where all three exchange integrals equal \(-e^{-7}\).

```lean
/-- For pairwise distinct positive amplitudes there is a scalene triangle at which the states
are degenerate, whatever the Coulomb energy. -/
theorem exists_scalene_degeneracy {A B C : ℝ} (hA : 0 < A) (hB : 0 < B) (hC : 0 < C)
    (hAB : A ≠ B) (hBC : B ≠ C) (hCA : C ≠ A) :
    ∃ x y z : ℝ, IsTriangle x y z ∧ x ≠ y ∧ y ≠ z ∧ z ≠ x ∧
      ∀ Q : ℝ, IsDegenerate Q (expExchange A x) (expExchange B y) (expExchange C z) := by
  -- shift the logarithms of the amplitudes by a common large length
  obtain ⟨t, ht⟩ : ∃ t : ℝ, t = |Real.log A| + |Real.log B| + |Real.log C| + 1 := ⟨_, rfl⟩
  have a1 := le_abs_self (Real.log A)
  have a2 := neg_abs_le (Real.log A)
  have b1 := le_abs_self (Real.log B)
  have b2 := neg_abs_le (Real.log B)
  have c1 := le_abs_self (Real.log C)
  have c2 := neg_abs_le (Real.log C)
  have inj : ∀ D F : ℝ, 0 < D → 0 < F → D ≠ F → Real.log D + t ≠ Real.log F + t := by
    intro D F hD hF hne h
    exact hne (Real.log_injOn_pos (Set.mem_Ioi.mpr hD) (Set.mem_Ioi.mpr hF) (by linarith))
  refine ⟨Real.log A + t, Real.log B + t, Real.log C + t,
    ⟨by linarith, by linarith, by linarith⟩,
    inj A B hA hB hAB, inj B C hB hC hBC, inj C A hC hA hCA, fun Q => ?_⟩
  rw [exponential_seam Q hA hB hC]
  constructor <;> ring

end

end LondonConicalIntersection
```

The six bounds `a1` to `c2` supply the absolute-value estimates from which `linarith` derives the triangle inequalities, and `inj` supplies the distinct sides. The last lines verify the condition of `exponential_seam`. The triangle is chosen before \(Q\), so the same triangle works for every Coulomb energy, including one that varies with geometry.

For electronic structure work, this two-state model without overlap shows that a search for intersections confined to symmetric triangles can miss them when the atom pairs differ. The theorems locate points where the two energies meet. Whether the gap opens linearly around such a point, as at a conical intersection, and whether the electronic state changes sign along a loop around it are separate questions.

```lean
#print axioms LondonConicalIntersection.transposition_relations
#print axioms LondonConicalIntersection.london_energies
#print axioms LondonConicalIntersection.degenerate_iff_equilateral
#print axioms LondonConicalIntersection.exists_scalene_degeneracy
```

```
'LondonConicalIntersection.transposition_relations' depends on axioms: [propext, Classical.choice, Quot.sound]
'LondonConicalIntersection.london_energies' depends on axioms: [propext, Classical.choice, Quot.sound]
'LondonConicalIntersection.degenerate_iff_equilateral' depends on axioms: [propext, Classical.choice, Quot.sound]
'LondonConicalIntersection.exists_scalene_degeneracy' depends on axioms: [propext, Classical.choice, Quot.sound]
```
